# Closed form of the rational-function-optimisation (RFO) step on the energy curve √(1 + x²)

In a search for an energy minimum along one coordinate, the RFO step with unit scaling moves a point by −2g/(h + √(h² + 4g²)), where g is the slope of the energy and h its curvature, with g ≠ 0 or h > 0. The theorem `rfoMap_energy` takes the dimensionless model energy √(1 + x²) and states that, for every real x, one such step from x lands on x·(1 − 2(1 + x²)/(1 + √(1 + 4x²(1 + x²)²))). The proof puts in the slope x/r and the curvature 1/r³, both proved just before, with r the energy at x. It then means to take a common denominator out of the square root and finish by algebra with r² = 1 + x².

An attempt in Lean 4 with a fault in it:

```lean
import Mathlib

open Filter Topology Matrix

namespace RfoMapEnergy

noncomputable section

/-- The model energy curve `√(1 + x²)`. -/
def energy (x : ℝ) : ℝ := √(1 + x ^ 2)

/-- The RFO step for gradient `g` and curvature `h`, meant for `g ≠ 0` or `h > 0`. -/
def rfoStep (g h : ℝ) : ℝ := -2 * g / (h + √(h ^ 2 + 4 * g ^ 2))

/-- The RFO update of a point `x` on the curve `f`, meant for `f'(x) ≠ 0` or `f''(x) > 0`. -/
def rfoMap (f : ℝ → ℝ) (x : ℝ) : ℝ := x + rfoStep (deriv f x) (deriv (deriv f) x)

lemma energy_pos (x : ℝ) : 0 < energy x := Real.sqrt_pos.2 (by positivity)

lemma energy_sq (x : ℝ) : energy x ^ 2 = 1 + x ^ 2 := Real.sq_sqrt (by positivity)

/-- The gradient of the model curve is `x / f(x)` and its curvature is `1 / f(x)³`. -/
theorem energy_derivatives :
    deriv energy = (fun x => x / energy x) ∧
    deriv (deriv energy) = fun x => 1 / energy x ^ 3 := by
  have h1 : ∀ x, HasDerivAt energy (x / energy x) x := fun x => by
    have h : HasDerivAt (fun y : ℝ => 1 + y ^ 2) (2 * x) x :=
      ((hasDerivAt_pow 2 x).const_add 1).congr_deriv (by norm_num)
    exact (h.sqrt (by positivity)).congr_deriv (mul_div_mul_left _ _ two_ne_zero)
  have d1 : deriv energy = fun x => x / energy x := funext fun x => (h1 x).deriv
  refine ⟨d1, ?_⟩
  rw [d1]
  funext x
  have hr := energy_pos x
  have hr2 := energy_sq x
  refine (((hasDerivAt_id' x).fun_div (h1 x) hr.ne').congr_deriv ?_).deriv
  generalize energy x = r at *
  field_simp
  linear_combination hr2

/-- The RFO update on the model curve in closed form. -/
theorem rfoMap_energy (x : ℝ) : rfoMap energy x =
    x * (1 - 2 * (1 + x ^ 2) / (1 + √(1 + 4 * x ^ 2 * (1 + x ^ 2) ^ 2))) := by
  have hr := energy_pos x
  have hr2 := energy_sq x
  simp only [rfoMap, rfoStep, energy_derivatives.2, energy_derivatives.1]
  generalize energy x = r at *
  have hin : (1 / r ^ 3) ^ 2 + 4 * (x / r) ^ 2
      = (1 + 4 * x ^ 2 * (1 + x ^ 2) ^ 2) / (r ^ 3) ^ 2 := by
    rw [← hr2]
    field_simp
  rw [hin, Real.sqrt_div (by positivity), Real.sqrt_sq (by positivity), ← add_div]
  have hS : 0 < 1 + √(1 + 4 * x ^ 2 * (1 + x ^ 2) ^ 2) := by positivity
  generalize 1 + √(1 + 4 * x ^ 2 * (1 + x ^ 2) ^ 2) = S at *
  rw [← hr2]
  field_simp
  ring

end

end RfoMapEnergy
```

The error:

```
Main.lean:52:6: error: Tactic `rewrite` failed: Did not find an occurrence of the pattern
  (1 / r ^ 3) ^ 2 + 4 * (x / r) ^ 2
in the target expression
  x + -2 * (x / r) / (deriv (fun x => x / energy x) x + √(deriv (fun x => x / energy x) x ^ 2 + 4 * (x / r) ^ 2)) =
    x * (1 - 2 * (1 + x ^ 2) / (1 + √(1 + 4 * x ^ 2 * (1 + x ^ 2) ^ 2)))

x r : ℝ
hr : 0 < r
hr2 : r ^ 2 = 1 + x ^ 2
hin : (1 / r ^ 3) ^ 2 + 4 * (x / r) ^ 2 = (1 + 4 * x ^ 2 * (1 + x ^ 2) ^ 2) / (r ^ 3) ^ 2
⊢ x + -2 * (x / r) / (deriv (fun x => x / energy x) x + √(deriv (fun x => x / energy x) x ^ 2 + 4 * (x / r) ^ 2)) =
    x * (1 - 2 * (1 + x ^ 2) / (1 + √(1 + 4 * x ^ 2 * (1 + x ^ 2) ^ 2)))
Main.lean:46:30: warning: This simp argument is unused:
  energy_derivatives.2

Hint: Omit it from the simp argument list.
  [apply] simp only [rfoMap, rfoStep, energy_derivatives.1]

Note: This linter can be disabled with `set_option linter.unusedSimpArgs false`
```

What went wrong. The error says that `rw [hin]` cannot find the expression with `1 / r ^ 3`, because the goal still holds the curvature as `deriv (fun x => x / energy x) x`. The warning that `energy_derivatives.2` is unused points to the reason. `simp only` rewrites inner terms first, so inside `deriv (deriv energy)` it used `energy_derivatives.1` to replace `deriv energy` by `fun x => x / energy x`. After that the left side of `energy_derivatives.2` no longer occurred. Listing that equation first did not change this. Nor could `generalize` put `r` for the `energy x` inside the function, where `x` is a bound variable.

The repair states both derivatives at the point `x`, as `d1` and `d2`, and rewrites with those. The left side of `d1` is `deriv energy x`, the slope at a point. It does not occur inside `deriv (deriv energy) x`, where `deriv energy` stands as a function not applied to `x`. So `d1` can replace only the slope, and `d2` finds the second derivative intact; the order of the two in `rw` does not matter. The goal then has the form that `hin` expects. The line `clear d1 d2` is tidying: it drops two equations that are no longer needed.

Lean accepts the file once it reads:

```diff
@@ -44,5 +44,8 @@
   have hr := energy_pos x
   have hr2 := energy_sq x
-  simp only [rfoMap, rfoStep, energy_derivatives.2, energy_derivatives.1]
+  have d1 : deriv energy x = x / energy x := congrFun energy_derivatives.1 x
+  have d2 : deriv (deriv energy) x = 1 / energy x ^ 3 := congrFun energy_derivatives.2 x
+  rw [rfoMap, rfoStep, d2, d1]
+  clear d1 d2
   generalize energy x = r at *
   have hin : (1 / r ^ 3) ^ 2 + 4 * (x / r) ^ 2
```
